# In the Caldirola-Kanai oscillator $[x,p]$ stays $i$ while $[x,\dot x]=i\,e^{-gt}$

To bound the product of the position and velocity spreads in a model that describes damping by a time-dependent mass, I put the commutator $[x,\dot x]$ into the uncertainty relation. For the Caldirola-Kanai oscillator, with damping rate $g$, frequency $w$, mass $e^{gt}$ and $\hbar=1$, I write the Heisenberg operators as
$$x(t)=a\,x_0+b\,p_0,\qquad p(t)=c\,x_0+d\,p_0,\qquad [x_0,p_0]=i,$$
where the real functions $a,b,c,d$ of time start at the identity and $\dot x=e^{-gt}p$, $\dot p=-e^{gt}w^2x$. I believe that $x$ then obeys the damped equation and $[x,p]=i$ survives, but that $[x,\dot x]=i\,e^{-gt}$, which dies out for $g>0$. Can this be made rigorous, for unbounded operators too, and checked by machine?

## The determinant of the coefficients fixes both commutators

Yes. Comparing the coefficients of $x_0$ and $p_0$ shows that $(a,c)$ and $(b,d)$ are each a classical trajectory $(q,p)$ with
$$\dot q=e^{-gt}p,\qquad \dot p=-e^{gt}w^2q .$$
Differentiating the first equation gives
$$\ddot q=-g\,e^{-gt}p+e^{-gt}\dot p=-g\,\dot q-w^2q,$$
because the two exponentials cancel in the force term. So $a$ and $b$ solve the damped equation.

For two trajectories $(q_1,p_1)$ and $(q_2,p_2)$,
$$\frac{d}{dt}(q_1p_2-q_2p_1)=e^{-gt}p_1p_2-e^{gt}w^2q_1q_2-e^{-gt}p_2p_1+e^{gt}w^2q_2q_1=0 .$$
Applied to $(a,c)$ and $(b,d)$, this keeps $ad-bc$ at its initial value, 1.

For real numbers $u,v,u',v'$, the terms $[x_0,x_0]$ and $[p_0,p_0]$ vanish, which leaves
$$[u x_0+v p_0,\;u'x_0+v'p_0]=(uv'-vu')\,[x_0,p_0].$$
Hence $[x,p]=(ad-bc)\,i=i$. Since $\dot a=e^{-gt}c$ and $\dot b=e^{-gt}d$,
$$[x,\dot x]=(a\dot b-b\dot a)\,i=e^{-gt}(ad-bc)\,i=i\,e^{-gt}.$$

The complete Lean file is this:

```lean
import Mathlib

open Filter Topology

namespace CaldirolaKanai

noncomputable section

/-- Hamilton's equations of the Caldirola-Kanai oscillator with damping rate `g` and
frequency `w`, for a position `q` and a canonical momentum `p`. -/
def IsTrajectory (g w : ℝ) (q p : ℝ → ℝ) : Prop :=
  ∀ t, HasDerivAt q (Real.exp (-g * t) * p t) t ∧
    HasDerivAt p (-(Real.exp (g * t) * w ^ 2 * q t)) t

/-- The real coefficients of `x(t) = a x₀ + b p₀` and `p(t) = c x₀ + d p₀`: they obey
Hamilton's equations and start at the identity. -/
structure IsPropagator (g w : ℝ) (a b c d : ℝ → ℝ) : Prop where
  fst : IsTrajectory g w a c
  snd : IsTrajectory g w b d
  a_zero : a 0 = 1
  b_zero : b 0 = 0
  c_zero : c 0 = 0
  d_zero : d 0 = 1

/-- Eliminating the momentum gives the damped oscillator equation
`q'' = -g q' - w² q`. -/
theorem damped_equation {g w : ℝ} {q p : ℝ → ℝ} (h : IsTrajectory g w q p) (t : ℝ) :
    HasDerivAt (deriv q) (-g * deriv q t - w ^ 2 * q t) t := by
  have hq : deriv q = fun s => Real.exp (-g * s) * p s := funext fun s => (h s).1.deriv
  have he : HasDerivAt (fun s => Real.exp (-g * s)) (Real.exp (-g * t) * (-g)) t :=
    ((hasDerivAt_id' t).const_mul (-g)).exp.congr_deriv (by ring)
  -- the growing and the decaying exponential cancel in the force term
  have hE : Real.exp (-g * t) * Real.exp (g * t) = 1 := by
    rw [← Real.exp_add]; simp
  rw [(h t).1.deriv, hq]
  exact (he.fun_mul (h t).2).congr_deriv (by linear_combination (-(w ^ 2 * q t)) * hE)

/-- The symplectic form of two trajectories is conserved in spite of the damping. -/
theorem symplectic_form_conserved {g w : ℝ} {q₁ p₁ q₂ p₂ : ℝ → ℝ}
    (h₁ : IsTrajectory g w q₁ p₁) (h₂ : IsTrajectory g w q₂ p₂) (t : ℝ) :
    q₁ t * p₂ t - q₂ t * p₁ t = q₁ 0 * p₂ 0 - q₂ 0 * p₁ 0 := by
  have hd : ∀ s, HasDerivAt (fun s => q₁ s * p₂ s - q₂ s * p₁ s) 0 s := fun s =>
    (((h₁ s).1.fun_mul (h₂ s).2).fun_sub ((h₂ s).1.fun_mul (h₁ s).2)).congr_deriv (by ring)
  exact is_const_of_deriv_eq_zero (fun s => (hd s).differentiableAt)
    (fun s => (hd s).deriv) t 0

variable {A : Type*} [Ring A] [Algebra ℂ A]

/-- The commutator of two operators. -/
def comm (S T : A) : A := S * T - T * S

/-- The operator `u x₀ + v p₀` with real coefficients `u` and `v`. -/
def quadrature (x₀ p₀ : A) (u v : ℝ) : A := (u : ℂ) • x₀ + (v : ℂ) • p₀

/-- The velocity operator `x'(t) = a'(t) x₀ + b'(t) p₀`. -/
def velocity (x₀ p₀ : A) (a b : ℝ → ℝ) (t : ℝ) : A :=
  quadrature x₀ p₀ (deriv a t) (deriv b t)

/-- The commutator of two real combinations of `x₀` and `p₀` is the symplectic form of
their coefficients times `[x₀, p₀]`. -/
theorem comm_quadrature (x₀ p₀ : A) (u v u' v' : ℝ) :
    comm (quadrature x₀ p₀ u v) (quadrature x₀ p₀ u' v') =
      ((u * v' - v * u' : ℝ) : ℂ) • comm x₀ p₀ := by
  simp only [comm, quadrature, add_mul, mul_add, smul_mul_assoc, mul_smul_comm]
  push_cast
  module

/-- For the Caldirola-Kanai oscillator the coefficients of `x(t)` solve the damped
equation and `[x, p] = i` at all times, but `[x, x'] = i exp(-gt)`; for `g > 0` every linear
functional of `[x, x']` tends to zero at late times. -/
theorem caldirola_kanai {g w : ℝ} {a b c d : ℝ → ℝ} (h : IsPropagator g w a b c d)
    {x₀ p₀ : A} (hxp : comm x₀ p₀ = Complex.I • (1 : A)) :
    (∀ t, HasDerivAt (deriv a) (-g * deriv a t - w ^ 2 * a t) t ∧
      HasDerivAt (deriv b) (-g * deriv b t - w ^ 2 * b t) t) ∧
    (∀ t, comm (quadrature x₀ p₀ (a t) (b t)) (quadrature x₀ p₀ (c t) (d t)) =
      Complex.I • (1 : A)) ∧
    (∀ t, comm (quadrature x₀ p₀ (a t) (b t)) (velocity x₀ p₀ a b t) =
      (Complex.I * (Real.exp (-g * t) : ℂ)) • (1 : A)) ∧
    (0 < g → ∀ φ : A →ₗ[ℂ] ℂ, Tendsto
      (fun t => φ (comm (quadrature x₀ p₀ (a t) (b t)) (velocity x₀ p₀ a b t)))
      atTop (𝓝 0)) := by
  -- the propagator has determinant one
  have hW : ∀ t, a t * d t - b t * c t = 1 := fun t => by
    rw [symplectic_form_conserved h.fst h.snd t, h.a_zero, h.b_zero, h.c_zero, h.d_zero]
    norm_num
  have hv : ∀ t, comm (quadrature x₀ p₀ (a t) (b t)) (velocity x₀ p₀ a b t) =
      (Complex.I * (Real.exp (-g * t) : ℂ)) • (1 : A) := fun t => by
    have hc : a t * (Real.exp (-g * t) * d t) - b t * (Real.exp (-g * t) * c t) =
        Real.exp (-g * t) := by linear_combination Real.exp (-g * t) * hW t
    rw [velocity, comm_quadrature, hxp, smul_smul, (h.fst t).1.deriv, (h.snd t).1.deriv,
      hc, mul_comm _ Complex.I]
  refine ⟨fun t => ⟨damped_equation h.fst t, damped_equation h.snd t⟩, fun t => ?_, hv, ?_⟩
  · rw [comm_quadrature, hW t, hxp, Complex.ofReal_one, one_smul]
  · intro hg φ
    have he : Tendsto (fun t : ℝ => Real.exp (-g * t)) atTop (𝓝 0) :=
      Real.tendsto_exp_atBot.comp (tendsto_id.const_mul_atTop_of_neg (neg_lt_zero.2 hg))
    have hc : Tendsto (fun t : ℝ => ((Real.exp (-g * t) : ℝ) : ℂ)) atTop (𝓝 0) := by
      rw [← Complex.ofReal_zero]
      exact (Complex.continuous_ofReal.tendsto (0 : ℝ)).comp he
    have hφ := (hc.const_mul Complex.I).mul_const (φ 1)
    rw [mul_zero, zero_mul] at hφ
    refine hφ.congr fun t => ?_
    rw [hv t, map_smul, smul_eq_mul]

/-- On complex polynomials, multiplication by `X` and `-i d/dX` satisfy the canonical
commutation relation. -/
theorem canonical_commutator_witness :
    comm (LinearMap.mulLeft ℂ (Polynomial.X : Polynomial ℂ) : Module.End ℂ (Polynomial ℂ))
      ((-Complex.I) • (Polynomial.derivative : Module.End ℂ (Polynomial ℂ))) =
      Complex.I • (1 : Module.End ℂ (Polynomial ℂ)) := by
  refine LinearMap.ext fun f => ?_
  change Polynomial.X * ((-Complex.I) • Polynomial.derivative f) -
    (-Complex.I) • Polynomial.derivative (Polynomial.X * f) = Complex.I • f
  rw [Polynomial.derivative_mul, Polynomial.derivative_X, one_mul, mul_smul_comm]
  module

/-- The explicit propagator of the underdamped oscillator, which oscillates at the shifted
frequency `Ω` with `w² = Ω² + (g/2)²`. -/
theorem underdamped_witness {g w Ω : ℝ} (hΩ : Ω ≠ 0) (hw : w ^ 2 = Ω ^ 2 + (g / 2) ^ 2) :
    IsPropagator g w
      (fun t => Real.exp (-(g / 2) * t) * (Real.cos (Ω * t) + g / 2 / Ω * Real.sin (Ω * t)))
      (fun t => 1 / Ω * (Real.exp (-(g / 2) * t) * Real.sin (Ω * t)))
      (fun t => -(w ^ 2 / Ω) * (Real.exp (g / 2 * t) * Real.sin (Ω * t)))
      (fun t => Real.exp (g / 2 * t) *
        (Real.cos (Ω * t) - g / 2 / Ω * Real.sin (Ω * t))) := by
  have hi : Ω * Ω⁻¹ = 1 := mul_inv_cancel₀ hΩ
  have he : ∀ k t : ℝ, HasDerivAt (fun s => Real.exp (k * s)) (k * Real.exp (k * t)) t :=
    fun k t => ((hasDerivAt_id' t).const_mul k).exp.congr_deriv (by ring)
  have hs : ∀ t, HasDerivAt (fun s => Real.sin (Ω * s)) (Ω * Real.cos (Ω * t)) t :=
    fun t => ((hasDerivAt_id' t).const_mul Ω).sin.congr_deriv (by ring)
  have hc : ∀ t, HasDerivAt (fun s => Real.cos (Ω * s)) (-(Ω * Real.sin (Ω * t))) t :=
    fun t => ((hasDerivAt_id' t).const_mul Ω).cos.congr_deriv (by ring)
  -- the time-dependent mass turns one envelope into the other
  have e1 : ∀ t, Real.exp (-g * t) * Real.exp (g / 2 * t) = Real.exp (-(g / 2) * t) :=
    fun t => by rw [← Real.exp_add]; congr 1; ring
  have e2 : ∀ t, Real.exp (g * t) * Real.exp (-(g / 2) * t) = Real.exp (g / 2 * t) :=
    fun t => by rw [← Real.exp_add]; congr 1; ring
  refine ⟨fun t => ⟨?_, ?_⟩, fun t => ⟨?_, ?_⟩, by simp, by simp, by simp, by simp⟩
  · exact ((he (-(g / 2)) t).fun_mul ((hc t).fun_add ((hs t).const_mul (g / 2 / Ω)))).congr_deriv
      (by
        linear_combination (Real.exp (-(g / 2) * t) * (g / 2 * Real.cos (Ω * t)
          + Ω * Real.sin (Ω * t))) * hi + (w ^ 2 * Ω⁻¹ * Real.sin (Ω * t)) * e1 t
          + (Real.exp (-(g / 2) * t) * Ω⁻¹ * Real.sin (Ω * t)) * hw)
  · exact (((he (g / 2) t).fun_mul (hs t)).const_mul (-(w ^ 2 / Ω))).congr_deriv
      (by
        linear_combination (w ^ 2 * (Real.cos (Ω * t) + g / 2 * Ω⁻¹ * Real.sin (Ω * t))) * e2 t
          - (w ^ 2 * Real.exp (g / 2 * t) * Real.cos (Ω * t)) * hi)
  · exact (((he (-(g / 2)) t).fun_mul (hs t)).const_mul (1 / Ω)).congr_deriv
      (by
        linear_combination (Real.exp (-(g / 2) * t) * Real.cos (Ω * t)) * hi
          - (Real.cos (Ω * t) - g / 2 * Ω⁻¹ * Real.sin (Ω * t)) * e1 t)
  · exact ((he (g / 2) t).fun_mul ((hc t).fun_sub ((hs t).const_mul (g / 2 / Ω)))).congr_deriv
      (by
        linear_combination (Real.exp (g / 2 * t) * (Ω * Real.sin (Ω * t)
          - g / 2 * Real.cos (Ω * t))) * hi + (w ^ 2 * Ω⁻¹ * Real.sin (Ω * t)) * e2 t
          + (Real.exp (g / 2 * t) * Ω⁻¹ * Real.sin (Ω * t)) * hw)

end

end CaldirolaKanai
```

```lean
#print axioms CaldirolaKanai.caldirola_kanai
-- 'CaldirolaKanai.caldirola_kanai' depends on axioms: [propext, Classical.choice, Quot.sound]
```

## What `caldirola_kanai` says about the operators

The operators $x_0$ and $p_0$ are elements of an arbitrary complex algebra `A`, and `hxp` is the canonical commutation relation between them. Unbounded operators are covered when they map a common domain into itself, as position and momentum do with the Schwartz functions; `A` is then the algebra of linear maps from that domain to itself. `quadrature x₀ p₀ u v` is the operator $u x_0+v p_0$, and `velocity` uses the actual derivatives of $a$ and $b$. The hypothesis `IsPropagator` collects Hamilton's equations for both coefficient pairs and the four initial values.

The conclusion has four parts: the damped equation for $a$ and $b$, the value of $[x,p]$, the value of $[x,\dot x]$, and the decay. The first three hold for every real $t$ and either sign of $g$. As `A` carries no topology, the decay is stated through linear functionals: for $g>0$, every linear `φ : A →ₗ[ℂ] ℂ` sends $[x,\dot x]$ to a number that tends to zero. This covers any expectation value that is defined on all of `A`.

The units have $\hbar=1$ and unit mass at $t=0$; the effective mass is $e^{gt}$. The linear form of $x(t)$ and $p(t)$ is the starting point, not derived from a Hamiltonian operator, and the damping is put in through the time-dependent mass, without a bath. The decay of $[x,\dot x]$ comes from this growing mass and is not a general effect of damping: a particle of constant mass $m$ whose bath couples only to its position has $\dot x=p/m$ and keeps $[x,\dot x]=i/m$. For the Caldirola-Kanai oscillator with $g>0$, the lower bound on the product of the position and velocity spreads that follows from the uncertainty relation shrinks as $e^{-gt}/2$, although the one for $x$ and $p$ stays at $1/2$; the uncertainty relation itself is not formalised here.

The initial values matter. Take $g=w=0$ with $a=1$, $c=0$, $b=2t$, $d=2$. Hamilton's equations hold, but $d(0)=2$, and the commutator is $[x,p]=2i$ at all times.

## How the Lean proof follows the calculation

`damped_equation` replaces the derivative of $q$ by $e^{-gt}p$ and applies the product rule; `hE` is the cancellation of the exponentials. `symplectic_form_conserved` shows that the derivative of $q_1p_2-q_2p_1$ is zero, with `ring` doing the cancellation, and concludes with `is_const_of_deriv_eq_zero`. `comm_quadrature` expands the products and lets `module` collect the terms.

In the main theorem, `hW` is $ad-bc=1$, and `hv` inserts $\dot a$ and $\dot b$ to obtain $[x,\dot x]$. For the decay, linearity turns the functional's value into $i\,e^{-gt}\varphi(1)$, which tends to zero with the exponential.

Two further theorems supply examples that satisfy the hypotheses. `canonical_commutator_witness` uses multiplication by $X$ and $-i\,d/dX$ on complex polynomials:
$$X(-i f')+i(Xf)'=i f .$$
`underdamped_witness` gives explicit coefficients for $w^2=\Omega^2+(g/2)^2$ with $\Omega\neq0$:
$$\begin{aligned}
a&=e^{-gt/2}\Big(\cos\Omega t+\tfrac{g}{2\Omega}\sin\Omega t\Big), & b&=\tfrac1\Omega e^{-gt/2}\sin\Omega t,\\
c&=-\tfrac{w^2}{\Omega}e^{gt/2}\sin\Omega t, & d&=e^{gt/2}\Big(\cos\Omega t-\tfrac{g}{2\Omega}\sin\Omega t\Big).
\end{aligned}$$
In $\dot a$ the cosine terms cancel, and the sine terms combine through $\Omega^2+(g/2)^2=w^2$:
$$\dot a=-\tfrac{w^2}{\Omega}e^{-gt/2}\sin\Omega t=e^{-gt}c .$$
In the same way $\dot d=-\tfrac{w^2}{\Omega}e^{gt/2}\sin\Omega t=-e^{gt}w^2b$. The other two equations follow directly from the product rule:
$$\dot b=e^{-gt/2}\Big(\cos\Omega t-\tfrac{g}{2\Omega}\sin\Omega t\Big)=e^{-gt}d,$$
$$\dot c=-w^2e^{gt/2}\Big(\cos\Omega t+\tfrac{g}{2\Omega}\sin\Omega t\Big)=-e^{gt}w^2a .$$
In Lean, `e1` and `e2` convert one exponential envelope into the other, and `linear_combination` does the remaining algebra. The main theorem also applies to critical and overdamped motion, once coefficients that satisfy `IsPropagator` are supplied.
